# Closed forms for the noise map of one Pauli–Lindblad generator and for its inverse

On one qubit with Pauli matrices $X$ and $Z$ and a real rate $c$, the generator $L(\rho)=c(X\rho X-\rho)$ sends the identity to zero and $Z$ to $-2cZ$, so $\exp(L)$ takes the state $|0\rangle\langle 0|=(1+Z)/2$ to $(1+e^{-2c}Z)/2$. The same split into a part that $L$ sends to zero and a part that $L$ multiplies by $-2c$ gives $\exp(L)$ and $\exp(-L)$ for $L(\rho)=c(P\rho P-\rho)$ with any complex square matrix $P$ satisfying $P^2=1$.

```lean
import Mathlib

open Matrix
open scoped ComplexOrder

namespace PauliLindbladNoise

noncomputable section

variable {n : Type*} [Fintype n] [DecidableEq n]

/-- The linear map `L(ρ) = c (P ρ P - ρ)` for a square matrix `P` and a real rate `c`. -/
def generator (P : Matrix n n ℂ) (c : ℝ) : Module.End ℂ (Matrix n n ℂ) where
  toFun ρ := (c : ℂ) • (P * ρ * P - ρ)
  map_add' ρ σ := by
    simp only [mul_add, add_mul]
    module
  map_smul' a ρ := by
    simp only [mul_smul_comm, smul_mul_assoc, RingHom.id_apply]
    module

/-- The exponential of a superoperator `L`, applied to `ρ`: the sum of `L^k(ρ) / k!`. -/
def superExp (L : Module.End ℂ (Matrix n n ℂ)) (ρ : Matrix n n ℂ) : Matrix n n ℂ :=
  ∑' k : ℕ, (k.factorial : ℂ)⁻¹ • (L ^ k) ρ

/-- The weight `w = (1 + exp(-2c)) / 2`. -/
def weight (c : ℝ) : ℝ := (1 + Real.exp (-2 * c)) / 2

theorem generator_apply (P : Matrix n n ℂ) (c : ℝ) (ρ : Matrix n n ℂ) :
    generator P c ρ = (c : ℂ) • (P * ρ * P - ρ) := rfl

/-- Conjugating twice by `P` with `P² = 1` restores the matrix. -/
theorem conj_conj {P : Matrix n n ℂ} (hP : P * P = 1) (ρ : Matrix n n ℂ) :
    P * (P * ρ * P) * P = ρ := by
  calc P * (P * ρ * P) * P = (P * P) * ρ * (P * P) := by simp only [mul_assoc]
    _ = ρ := by rw [hP, one_mul, mul_one]

omit [Fintype n] [DecidableEq n] in
/-- On an eigenoperator of `L` with eigenvalue `a`, the exponential series converges to
multiplication by `exp a`. -/
theorem hasSum_eigenoperator {L : Module.End ℂ (Matrix n n ℂ)} {a : ℂ} {X : Matrix n n ℂ}
    (h : L X = a • X) :
    HasSum (fun k : ℕ => (k.factorial : ℂ)⁻¹ • (L ^ k) X) (Complex.exp a • X) := by
  have hk : ∀ k : ℕ, (L ^ k) X = a ^ k • X := by
    intro k
    induction k with
    | zero => simp
    | succ k ih => rw [pow_succ', Module.End.mul_apply, ih, map_smul, h, smul_smul, pow_succ]
  have hs := (NormedSpace.expSeries_div_hasSum_exp a).smul_const X
  rw [← Complex.exp_eq_exp_ℂ] at hs
  convert hs using 1
  funext k
  rw [hk, smul_smul, ← div_eq_inv_mul]

/-- If `P² = 1`, the exponential series of the generator, applied to `ρ`, converges to `w ρ + (1 -
w) P ρ P`. -/
theorem hasSum_noise {P : Matrix n n ℂ} (hP : P * P = 1) (c : ℝ) (ρ : Matrix n n ℂ) :
    HasSum (fun k : ℕ => (k.factorial : ℂ)⁻¹ • (generator P c ^ k) ρ)
      ((weight c : ℂ) • ρ + (1 - (weight c : ℂ)) • (P * ρ * P)) := by
  -- split `ρ` into its even and odd parts under conjugation by `P`
  obtain ⟨X, hX⟩ : ∃ X, X = (1 / 2 : ℂ) • (ρ + P * ρ * P) := ⟨_, rfl⟩
  obtain ⟨Y, hY⟩ : ∃ Y, Y = (1 / 2 : ℂ) • (ρ - P * ρ * P) := ⟨_, rfl⟩
  have hsplit : X + Y = ρ := by
    rw [hX, hY]
    module
  have eX : generator P c X = (0 : ℂ) • X := by
    simp only [generator_apply, hX, mul_smul_comm, smul_mul_assoc, mul_add, add_mul,
      conj_conj hP]
    module
  have eY : generator P c Y = ((-2 * c : ℝ) : ℂ) • Y := by
    simp only [generator_apply, hY, mul_smul_comm, smul_mul_assoc, mul_sub, sub_mul,
      conj_conj hP]
    push_cast
    module
  have key : ∀ k : ℕ, (k.factorial : ℂ)⁻¹ • (generator P c ^ k) ρ =
      (k.factorial : ℂ)⁻¹ • (generator P c ^ k) X
        + (k.factorial : ℂ)⁻¹ • (generator P c ^ k) Y := by
    intro k
    rw [← smul_add, ← map_add, hsplit]
  convert (hasSum_eigenoperator eX).add (hasSum_eigenoperator eY) using 1
  · funext k
    exact key k
  · rw [hX, hY, Complex.exp_zero, weight]
    push_cast
    module

/-- If `P² = 1`, then `exp(L)` sends `ρ` to `w ρ + (1 - w) P ρ P`. -/
theorem exp_generator {P : Matrix n n ℂ} (hP : P * P = 1) (c : ℝ) (ρ : Matrix n n ℂ) :
    superExp (generator P c) ρ =
      (weight c : ℂ) • ρ + (1 - (weight c : ℂ)) • (P * ρ * P) :=
  (hasSum_noise hP c ρ).tsum_eq

/-- If `P² = 1`, then `exp(-L)` sends `ρ` to `exp(2c) (w ρ - (1 - w) P ρ P)`. -/
theorem exp_neg_generator {P : Matrix n n ℂ} (hP : P * P = 1) (c : ℝ) (ρ : Matrix n n ℂ) :
    superExp (-generator P c) ρ = (Real.exp (2 * c) : ℂ) •
      ((weight c : ℂ) • ρ - (1 - (weight c : ℂ)) • (P * ρ * P)) := by
  -- reversing the sign of `L` is reversing the sign of the rate
  have hneg : -generator P c = generator P (-c) := by
    refine LinearMap.ext fun σ => ?_
    rw [LinearMap.neg_apply, generator_apply, generator_apply]
    push_cast
    module
  have hE : Real.exp (2 * c) * Real.exp (-2 * c) = 1 := by
    rw [← Real.exp_add]
    simp
  have hw : weight (-c) = Real.exp (2 * c) * weight c := by
    unfold weight
    rw [show -2 * -c = 2 * c by ring]
    linear_combination (-1 / 2) * hE
  have hv : 1 - weight (-c) = -(Real.exp (2 * c) * (1 - weight c)) := by
    unfold weight
    rw [show -2 * -c = 2 * c by ring]
    linear_combination (-1 / 2) * hE
  have hw' : (weight (-c) : ℂ) = (Real.exp (2 * c) : ℂ) * (weight c : ℂ) := by
    rw [hw, Complex.ofReal_mul]
  have hv' : 1 - (weight (-c) : ℂ) =
      -((Real.exp (2 * c) : ℂ) * (1 - (weight c : ℂ))) := by
    rw [← Complex.ofReal_one, ← Complex.ofReal_sub, hv, Complex.ofReal_neg,
      Complex.ofReal_mul, Complex.ofReal_sub]
  rw [hneg, exp_generator hP, hv', hw']
  module

/-- Applying `exp(-L)` after `exp(L)` recovers the original matrix. -/
theorem exp_neg_cancels_noise {P : Matrix n n ℂ} (hP : P * P = 1) (c : ℝ)
    (ρ : Matrix n n ℂ) :
    superExp (-generator P c) (superExp (generator P c) ρ) = ρ := by
  have hE : Real.exp (2 * c) * (2 * weight c - 1) = 1 := by
    rw [show 2 * weight c - 1 = Real.exp (-2 * c) by unfold weight; ring, ← Real.exp_add]
    simp
  have hE' : (Real.exp (2 * c) : ℂ) * (2 * (weight c : ℂ) - 1) = 1 := by
    exact_mod_cast congrArg Complex.ofReal hE
  rw [exp_neg_generator hP, exp_generator hP]
  simp only [mul_add, add_mul, mul_smul_comm, smul_mul_assoc, conj_conj hP]
  linear_combination (norm := module) hE' • ρ

/-- For Hermitian `P` and a nonnegative rate, `exp(L)` keeps positive semidefinite matrices
positive semidefinite. -/
theorem noise_posSemidef {P ρ : Matrix n n ℂ} (hH : P.IsHermitian) (hP : P * P = 1)
    {c : ℝ} (hc : 0 ≤ c) (hρ : ρ.PosSemidef) :
    (superExp (generator P c) ρ).PosSemidef := by
  have h0 : 0 ≤ weight c := by
    unfold weight
    positivity
  have h1 : 0 ≤ 1 - weight c := by
    have : Real.exp (-2 * c) ≤ 1 := Real.exp_le_one_iff.mpr (by linarith)
    unfold weight
    linarith
  have h0' : (0 : ℂ) ≤ (weight c : ℂ) := by exact_mod_cast h0
  have h1' : (0 : ℂ) ≤ 1 - (weight c : ℂ) := by exact_mod_cast h1
  have hconj := hρ.conjTranspose_mul_mul_same P
  rw [hH.eq] at hconj
  rw [exp_generator hP]
  exact (hρ.smul h0').add (hconj.smul h1')

/-- Let every `P k` square to one, and let `Q` anticommute with `P k` for `k` in `A` and commute
with `P k` for `k` in `B`. The exponential of the sum of the generators over `A` plus their sum over
`B` multiplies `Q` by `exp(-2 ∑ c k)`, the sum in the exponent running over `A`. -/
theorem exp_sum_generators {ι : Type*} (A B : Finset ι) (P : ι → Matrix n n ℂ) (c : ι → ℝ)
    (Q : Matrix n n ℂ) (hP : ∀ k, P k * P k = 1)
    (hA : ∀ k ∈ A, P k * Q = -(Q * P k)) (hB : ∀ k ∈ B, P k * Q = Q * P k) :
    superExp (∑ k ∈ A, generator (P k) (c k) + ∑ k ∈ B, generator (P k) (c k)) Q =
      (Real.exp (-2 * ∑ k ∈ A, c k) : ℂ) • Q := by
  have eA : ∀ k ∈ A, generator (P k) (c k) Q = (-2 * (c k : ℂ)) • Q := by
    intro k hk
    rw [generator_apply, hA k hk, neg_mul, mul_assoc, hP, mul_one]
    module
  have eB : ∀ k ∈ B, generator (P k) (c k) Q = 0 := by
    intro k hk
    rw [generator_apply, hB k hk, mul_assoc, hP, mul_one, sub_self, smul_zero]
  rw [Complex.ofReal_exp]
  refine (hasSum_eigenoperator ?_).tsum_eq
  rw [LinearMap.add_apply, LinearMap.sum_apply, LinearMap.sum_apply,
    Finset.sum_congr rfl eA, Finset.sum_eq_zero eB, add_zero, ← Finset.sum_smul]
  push_cast
  rw [Finset.mul_sum]

/-- The Pauli matrix `X`. -/
def pauliX : Matrix (Fin 2) (Fin 2) ℂ := !![0, 1; 1, 0]

/-- The Pauli matrix `Z`. -/
def pauliZ : Matrix (Fin 2) (Fin 2) ℂ := !![1, 0; 0, -1]

/-- The Pauli matrix `X` is Hermitian, `X` and `Z` square to one, and they anticommute. -/
theorem pauli_witness : pauliX.IsHermitian ∧ pauliX * pauliX = 1 ∧ pauliZ * pauliZ = 1 ∧
    pauliX * pauliZ = -(pauliZ * pauliX) := by
  refine ⟨?_, ?_, ?_, ?_⟩
  · ext i j
    fin_cases i <;> fin_cases j <;> simp [pauliX]
  all_goals
    ext i j
    fin_cases i <;> fin_cases j <;>
      simp [pauliX, pauliZ, Matrix.mul_apply, Fin.sum_univ_succ]

/-- For `P = X` and a positive rate, `exp(-L)` sends the state `|0⟩⟨0|` to a matrix that is
not positive semidefinite. -/
theorem inverse_not_positive {c : ℝ} (hc : 0 < c) :
    ¬ (superExp (-generator pauliX c) !![1, 0; 0, 0]).PosSemidef := by
  intro hpsd
  have h := hpsd.diag_nonneg (i := 1)
  -- the population of `|1⟩` comes out negative
  have hv : superExp (-generator pauliX c) !![1, 0; 0, 0] 1 1 =
      ((-(Real.exp (2 * c) * (1 - weight c)) : ℝ) : ℂ) := by
    rw [exp_neg_generator pauli_witness.2.1]
    simp [pauliX]
    ring
  rw [hv] at h
  have h' : 0 ≤ -(Real.exp (2 * c) * (1 - weight c)) := by exact_mod_cast h
  have hlt : 0 < 1 - weight c := by
    have : Real.exp (-2 * c) < 1 := Real.exp_lt_one_iff.mpr (by linarith)
    unfold weight
    linarith
  have := mul_pos (Real.exp_pos (2 * c)) hlt
  linarith

end

end PauliLindbladNoise
```

```lean
#print axioms PauliLindbladNoise.exp_neg_cancels_noise
-- 'PauliLindbladNoise.exp_neg_cancels_noise' depends on axioms: [propext, Classical.choice, Quot.sound]
#print axioms PauliLindbladNoise.noise_posSemidef
-- 'PauliLindbladNoise.noise_posSemidef' depends on axioms: [propext, Classical.choice, Quot.sound]
#print axioms PauliLindbladNoise.exp_sum_generators
-- 'PauliLindbladNoise.exp_sum_generators' depends on axioms: [propext, Classical.choice, Quot.sound]
#print axioms PauliLindbladNoise.inverse_not_positive
-- 'PauliLindbladNoise.inverse_not_positive' depends on axioms: [propext, Classical.choice, Quot.sound]
```

## Two exponentials and the hypotheses they need

Write $w=(1+e^{-2c})/2$, which is `weight c` in the file. The two central theorems, `exp_generator` and `exp_neg_generator`, say that for every matrix $\rho$

$$e^{L}\rho=w\rho+(1-w)P\rho P,\qquad e^{-L}\rho=e^{2c}\bigl(w\rho-(1-w)P\rho P\bigr).$$

Here $\rho$ and $P$ have type `Matrix n n ℂ` with `n` a finite index type; for $q$ qubits it has $2^q$ elements. The generator is a linear map on these matrices, `generator P c`, and its power `L ^ k` means $k$ successive applications. The exponential `superExp L ρ` is the series $\sum_k L^k(\rho)/k!$. Lean assigns a default value to a divergent infinite sum, so `hasSum_noise` first proves that this series converges to the stated matrix.

Both formulas need only $P^2=1$, and they hold for every real $c$. Hermiticity of $P$ and $c\ge 0$ enter in `noise_posSemidef`, where $e^{L}$ is shown to keep positive semidefinite matrices positive semidefinite. The input there need not have unit trace. The theorem concerns positivity on the system itself; complete positivity and trace preservation are not stated.

## Random Pauli errors and their signed inverse

When $P$ is a Pauli string and $c\ge 0$, $L$ is a Pauli–Lindblad generator and the first formula describes an error $P$ that occurs with probability $1-w$, while with probability $w$ nothing happens. The number $c$ is dimensionless: it is an error rate multiplied by the duration of the noise. As $c$ grows, the error probability rises from zero towards one half.

The second map undoes the first, as `exp_neg_cancels_noise` states, but it is not in general a physical operation. For $P=X$ and $c>0$ it sends $|0\rangle\langle 0|$ to a matrix whose $|1\rangle$ population is $(1-e^{2c})/2<0$. The theorem `inverse_not_positive` states that this matrix is not positive semidefinite.

In quantum simulations of molecules, error cancellation can apply such an inverse on average by sampling the two operations with signs, provided that the device noise follows this model with known rates. For $c\ge 0$ the absolute values of the two coefficients add up to $e^{2c}$, the factor by which the signed outcomes are rescaled.

A noise model usually has many generators, with matrices $P_k$ satisfying $P_k^2=1$ and rates $c_k$. The theorem `exp_sum_generators` takes two finite sets of labels: $Q$ anticommutes with $P_k$ for $k\in A$ and commutes with $P_k$ for $k\in B$. The exponential of the summed generators then multiplies $Q$ by

$$\exp\Bigl(-2\sum_{k\in A}c_k\Bigr).$$

If $Q$ and all $P_k$ are Pauli strings, every generator falls into one of the two sets. The $P_k$ need not commute with each other. The theorem gives the action on such a $Q$, not a closed form for the whole map on an arbitrary $\rho$.

## Even and odd parts under conjugation

Define

$$\rho_\pm=\tfrac12(\rho\pm P\rho P),\qquad \rho=\rho_++\rho_-.$$

Since $P(P\rho P)P=\rho$, conjugation gives $P\rho_\pm P=\pm\rho_\pm$. Therefore

$$L\rho_+=0,\qquad L\rho_-=c(-\rho_--\rho_-)=-2c\,\rho_-.$$

Repeated application gives $L^k\rho_-=(-2c)^k\rho_-$, so the series on $\rho_-$ is the scalar exponential series times a fixed matrix. On $\rho_+$ only the term $k=0$ survives. Adding the two,

$$e^{L}\rho=\rho_++e^{-2c}\rho_-=\frac{1+e^{-2c}}2\,\rho+\frac{1-e^{-2c}}2\,P\rho P,$$

which is the first formula.

In the file, `hasSum_eigenoperator` treats a general eigenoperator: induction on $k$ gives the powers, and `smul_const` turns convergence of the scalar series into convergence of the matrix series. In `hasSum_noise` the parts $\rho_+$ and $\rho_-$ are called `X` and `Y`; these names do not refer to the Pauli matrices. The facts `eX` and `eY` are the two eigenvalue equations, with `conj_conj` supplying $P(P\rho P)P=\rho$, and `key` splits each term of the series before the two limits are added.

## Reversing the rate

The map $-L$ is the generator with rate $-c$, so the first formula applies with $w$ replaced by

$$\frac{1+e^{2c}}2=e^{2c}w,\qquad\text{and}\qquad 1-\frac{1+e^{2c}}2=-e^{2c}(1-w).$$

These are `hw` and `hv` in `exp_neg_generator`, both obtained from $e^{2c}e^{-2c}=1$, and substituting them gives the second formula.

Applying $e^{-L}$ after $e^{L}$, the terms in $P\rho P$ cancel and there remains

$$e^{2c}\bigl(w^2-(1-w)^2\bigr)\rho=e^{2c}(2w-1)\rho=\rho,$$

because $2w-1=e^{-2c}$. This shows what goes wrong if one inverts the noise by changing only the sign of the error term: without the prefactor $e^{2c}$, the composition returns $e^{-2c}\rho$ instead of $\rho$.

## Positivity and several generators

For Hermitian $P$, the matrix $P\rho P=P^\dagger\rho P$ is positive semidefinite whenever $\rho$ is. With $c\ge0$ both $w$ and $1-w$ are nonnegative, so the sum in $e^{L}\rho$ is positive semidefinite too. For the inverse, the proof reads off the diagonal entry with index `1`, which belongs to $|1\rangle$ and equals $-e^{2c}(1-w)$. A positive semidefinite matrix has no negative diagonal entry.

With several generators, anticommutation gives $P_kQP_k=-QP_k^2=-Q$, hence a contribution $-2c_kQ$; commutation gives $P_kQP_k=Q$ and no contribution. The summed generator therefore has $Q$ as an eigenoperator with eigenvalue $-2\sum_{k\in A}c_k$, and `hasSum_eigenoperator` finishes the proof. The theorem `pauli_witness` confirms that $X$ and $Z$ satisfy the algebraic conditions: each squares to one, they anticommute, and $X$ is Hermitian.
